# The full-turn spin rotation of finitely many fermion spin orbitals is the fermion parity

## One spatial orbital

Take one spatial orbital with spin orbitals 0 (up) and 1 (down). It has four states: empty, up, down, doubly occupied. Let m = (m₀, m₁, m₂) be a real unit vector and S the spin vector, with ħ = 1. The operator 2m·S annihilates the empty and doubly occupied states. On the singly occupied pair it acts as the 2×2 matrix m·σ of Pauli matrices, whose eigenvalues are ±1. Since e^(±iπ) = −1, the operator exp(2πi m·S) is +1 for zero or two electrons and −1 for one, the same values as (1 − 2n₀)(1 − 2n₁) with n₀, n₁ the occupation numbers. The theorems below obtain this identity from the anticommutation relations alone, for any finite number of orbitals represented by finite complex matrices.

## Modes, number operators and spin

```lean
import Mathlib

open Matrix
open Complex (I)
open scoped Real

namespace FullTurnRotation

noncomputable section

variable {n κ ι : Type*} [Fintype n] [DecidableEq n] [DecidableEq κ]
```

The type `n` labels rows and columns, so `Matrix n n ℂ` is an operator on a finite-dimensional state space. The type `κ` labels modes and `ι` labels spatial orbitals.

```lean
/-- Canonical anticommutation relations for annihilators `a i` and creators `(a i)ᴴ`. -/
structure IsCAR (a : κ → Matrix n n ℂ) : Prop where
  aa : ∀ i j, a i * a j + a j * a i = 0
  ac : ∀ i j, a i * (a j)ᴴ + (a j)ᴴ * a i = if i = j then 1 else 0
```

A family of matrices a_i, with `ᴴ` for †, satisfies `IsCAR` when

{a_i, a_j} = 0,  {a_i, a_j†} = δ_ij.

These relations are the postulate of Fermi statistics for orthonormal spin orbitals. No vacuum state and no irreducibility are assumed.

```lean
/-- Number operator of mode `i`. -/
def num (a : κ → Matrix n n ℂ) (i : κ) : Matrix n n ℂ := (a i)ᴴ * a i
```

This is n_i = a_i†a_i.

```lean
/-- The operator `n_i + n_j - 2 n_i n_j` of two modes. -/
def oneOf (a : κ → Matrix n n ℂ) (i j : κ) : Matrix n n ℂ :=
  num a i + num a j - (2 : ℂ) • (num a i * num a j)
```

The symbol `•` multiplies a matrix by a number. The operator P = n_i + n_j − 2n_i n_j is 1 when exactly one of the two modes is occupied and 0 otherwise.

```lean
/-- The three Pauli matrices. -/
def pauli : Fin 3 → Matrix (Fin 2) (Fin 2) ℂ :=
  ![!![0, 1; 1, 0], !![0, -I; I, 0], !![1, 0; 0, -1]]
```

The index k = 0, 1, 2 stands for x, y, z. Spin label 0 is up, since σ₂ = diag(1, −1).

```lean
/-- Second-quantised Pauli matrix `σ_k` of spatial orbital `p`. -/
def siteSigma (a : ι × Fin 2 → Matrix n n ℂ) (p : ι) (k : Fin 3) : Matrix n n ℂ :=
  ∑ s, ∑ t, pauli k s t • ((a (p, s))ᴴ * a (p, t))
```

A spin orbital is a pair (p, s) in `ι × Fin 2`, and σ_(p,k) = Σ_st (σ_k)_st a_ps† a_pt.

```lean
/-- The operator `m · σ` of spatial orbital `p`. -/
def sigmaAlong (a : ι × Fin 2 → Matrix n n ℂ) (m : Fin 3 → ℝ) (p : ι) : Matrix n n ℂ :=
  ∑ k, (m k : ℂ) • siteSigma a p k
```

This is M_p = Σ_k m_k σ_(p,k).

```lean
/-- Total spin component `S_k`, half the sum of `σ_k` over the spatial orbitals. -/
def spin [Fintype ι] (a : ι × Fin 2 → Matrix n n ℂ) (k : Fin 3) : Matrix n n ℂ :=
  (1 / 2 : ℂ) • ∑ p, siteSigma a p k
```

This is S_k = ½ Σ_p σ_(p,k), the total spin of spin-½ particles.

## Algebra of the anticommutation relations

```lean
/-- Creation operators anticommute. -/
theorem IsCAR.cc {a : κ → Matrix n n ℂ} (h : IsCAR a) (i j : κ) :
    (a i)ᴴ * (a j)ᴴ + (a j)ᴴ * (a i)ᴴ = 0 := by
  have := congrArg conjTranspose (h.aa j i)
  simpa [conjTranspose_add, conjTranspose_mul] using this
```

The adjoint of {a_j, a_i} = 0 is {a_i†, a_j†} = 0.

```lean
/-- Annihilators and creators square to zero, and number operators are idempotent. -/
theorem IsCAR.exclusion {a : κ → Matrix n n ℂ} (h : IsCAR a) (i : κ) :
    a i * a i = 0 ∧ (a i)ᴴ * (a i)ᴴ = 0 ∧ num a i * num a i = num a i := by
  have h1 : a i * a i = 0 := by linear_combination (norm := module) (1 / 2 : ℂ) • h.aa i i
  refine ⟨h1, by linear_combination (norm := module) (1 / 2 : ℂ) • h.cc i i, ?_⟩
  have ii : a i * (a i)ᴴ = 1 - (a i)ᴴ * a i := eq_sub_of_add_eq (by simpa using h.ac i i)
  calc (a i)ᴴ * a i * ((a i)ᴴ * a i) = (a i)ᴴ * (a i * (a i)ᴴ) * a i := by
        simp only [mul_assoc]
    _ = (a i)ᴴ * a i - (a i)ᴴ * (a i)ᴴ * (a i * a i) := by rw [ii]; noncomm_ring
    _ = (a i)ᴴ * a i := by rw [h1]; simp
```

Setting i = j gives 2a_i² = 0 and 2(a_i†)² = 0; `linear_combination` supplies the factor ½. The `calc` chain is

n_i² = a_i†(1 − a_i†a_i)a_i = n_i − (a_i†)² a_i² = n_i.

```lean
/-- The bilinears `a_i† a_j` and `a_k† a_l` commute when `j ≠ k` and `l ≠ i`. -/
theorem IsCAR.bilinear_commute {a : κ → Matrix n n ℂ} (h : IsCAR a) {i j k l : κ}
    (hjk : j ≠ k) (hli : l ≠ i) : Commute ((a i)ᴴ * a j) ((a k)ᴴ * a l) := by
  have h1 := eq_neg_of_add_eq_zero_left ((h.ac j k).trans (if_neg hjk))
  have h2 := eq_neg_of_add_eq_zero_left ((h.ac l i).trans (if_neg hli))
  have h3 := eq_neg_of_add_eq_zero_left (h.cc i k)
  have h4 := eq_neg_of_add_eq_zero_left (h.aa j l)
  calc (a i)ᴴ * a j * ((a k)ᴴ * a l) = (a i)ᴴ * (a j * (a k)ᴴ) * a l := by
        simp only [mul_assoc]
    _ = -((a i)ᴴ * (a k)ᴴ * (a j * a l)) := by
        rw [h1]; simp only [mul_assoc, mul_neg, neg_mul]
    _ = -((a k)ᴴ * (a i)ᴴ * (a l * a j)) := by
        rw [h3, h4]; simp only [mul_neg, neg_mul, neg_neg]
    _ = (a k)ᴴ * (a l * (a i)ᴴ) * a j := by
        rw [h2]; simp only [mul_assoc, mul_neg, neg_mul]
    _ = (a k)ᴴ * a l * ((a i)ᴴ * a j) := by simp only [mul_assoc]
```

With j ≠ k and l ≠ i, four exchanges each cost one sign and produce no δ term:

a_i†a_j a_k†a_l = −a_i†a_k†a_j a_l = −a_k†a_i†a_l a_j = a_k†a_l a_i†a_j.

The middle step exchanges both the creators and the annihilators.

```lean
/-- Fermion parity: the product of the commuting factors `1 - 2 n_i` over all modes. -/
def parity [Fintype κ] {a : κ → Matrix n n ℂ} (h : IsCAR a) : Matrix n n ℂ :=
  Finset.univ.noncommProd (fun i => 1 - (2 : ℂ) • num a i) fun i _ j _ hij => by
    have hc : Commute (num a i) (num a j) := h.bilinear_commute hij hij.symm
    show Commute (1 - (2 : ℂ) • num a i) (1 - (2 : ℂ) • num a j)
    exact (Commute.one_left _).sub_left
      ((Commute.one_right _).sub_right ((hc.smul_left _).smul_right _))
```

The parity is Π = ∏_i (1 − 2n_i). A product of matrices over an unordered set needs commuting factors, so `noncommProd` takes a proof of that, and `parity` therefore has `h` as its argument. The proof is `bilinear_commute` applied to n_i and n_j.

```lean
/-- A traceless bilinear `M` in two modes obeys `M² = (α² + βγ) P` and `M P = M`,
with `P = n_i + n_j - 2 n_i n_j`. -/
theorem IsCAR.two_mode {a : κ → Matrix n n ℂ} (h : IsCAR a) {i j : κ} (hij : i ≠ j)
    (α β γ : ℂ) (M : Matrix n n ℂ) (hM : M = α • ((a i)ᴴ * a i) + β • ((a i)ᴴ * a j)
      + γ • ((a j)ᴴ * a i) - α • ((a j)ᴴ * a j)) :
    M * M = (α ^ 2 + β * γ) • oneOf a i j ∧ M * oneOf a i j = M := by
  have sw : ∀ {x y r : Matrix n n ℂ}, x * y + y * x = r →
      ∀ z : Matrix n n ℂ, x * (y * z) = r * z - y * (x * z) := by
    intro x y r e z; subst e; noncomm_ring
  have sq : ∀ {x : Matrix n n ℂ}, x * x = 0 → ∀ z : Matrix n n ℂ, x * (x * z) = 0 := by
    intro x e z; rw [← mul_assoc, e, zero_mul]
  obtain ⟨ai, ci, -⟩ := h.exclusion i
  obtain ⟨aj, cj, -⟩ := h.exclusion j
  subst hM
  -- normal-order both sides, then compare coefficients
  constructor <;>
  · simp only [oneOf, num, mul_add, add_mul, mul_sub, sub_mul, mul_neg, mul_assoc,
      smul_mul_assoc, mul_smul_comm, one_mul, zero_mul, mul_zero, zero_sub, ai, aj,
      sq ai, sq ci, sq cj, sw (h.aa j i), sw (h.cc j i),
      eq_neg_of_add_eq_zero_left (h.aa j i),
      sw ((h.ac i i).trans (if_pos rfl)), sw ((h.ac j j).trans (if_pos rfl)),
      sw ((h.ac i j).trans (if_neg hij)), sw ((h.ac j i).trans (if_neg hij.symm))]
    module
```

For i ≠ j and complex α, β, γ, write D = n_i − n_j, A = a_i†a_j, B = a_j†a_i, so that M = αD + βA + γB. The relations give

D² = P,  A² = B² = 0,
AB = a_i†(1 − n_j)a_i = n_i(1 − n_j),  BA = n_j(1 − n_i),  AB + BA = P,
n_i A = A n_j = A,  A n_i = n_j A = 0,

and the last line again for B with i and j exchanged. Hence DA = A = −AD and DB = −B = −BD, the terms in αβ and αγ cancel, and

M² = (α² + βγ) P.

The same rules give DP = D, AP = A and BP = B, so MP = M. The Lean proof does this mechanically: `sw` moves one operator past another inside a product, `sq` removes repeated operators, `simp only` normal-orders both sides, and `module` compares coefficients.

## Exponentials

```lean
/-- For an idempotent `E`, `exp (c E) = 1 + (e^c - 1) E`. -/
theorem exp_idem (c : ℂ) {E : Matrix n n ℂ} (hE : E * E = E) :
    NormedSpace.exp (c • E) = 1 + (Complex.exp c - 1) • E := by
  have h1 : HasSum (fun k : ℕ => c ^ k / (k.factorial : ℂ)) (Complex.exp c) := by
    rw [Complex.exp_eq_exp_ℂ]
    exact NormedSpace.expSeries_div_hasSum_exp c
  have h2 := (h1.smul_const E).add (hasSum_ite_eq (0 : ℕ) (1 - E))
  have hp : ∀ k : ℕ, E ^ (k + 1) = E := by
    intro k
    induction k with
    | zero => simp
    | succ k ih => rw [pow_succ, ih, hE]
  have h3 : ∀ k : ℕ, ((k.factorial : ℂ)⁻¹) • (c • E) ^ k
      = (c ^ k / (k.factorial : ℂ)) • E + if k = 0 then 1 - E else 0 := by
    intro k
    cases k with
    | zero => simp
    | succ k =>
      rw [smul_pow, hp, smul_smul, if_neg (Nat.succ_ne_zero k), add_zero, div_eq_inv_mul]
  rw [NormedSpace.exp_eq_tsum (𝕂 := ℂ)]
  simp only [h3]
  refine h2.tsum_eq.trans ?_
  module
```

`NormedSpace.exp` is the power-series exponential of a matrix. If E² = E, then E^k = E for k ≥ 1 (`hp`), and

exp(cE) = 1 + Σ_(k≥1) (c^k/k!) E = 1 + (e^c − 1)E.

In `h3` each term is written as (c^k/k!)E, plus 1 − E at k = 0, so that `h2` can sum the full scalar series.

```lean
/-- If `M³ = M` then `exp (iπ M) = 1 - 2 M²`. -/
theorem exp_cube {M : Matrix n n ℂ} (h : M * M * M = M) :
    NormedSpace.exp (((π : ℂ) * I) • M) = 1 - (2 : ℂ) • (M * M) := by
  obtain ⟨P, h1⟩ : ∃ P, M * M = P := ⟨_, rfl⟩
  have h2 : P * M = M := by rw [← h1, h]
  have h3 : M * P = M := by rw [← h1, ← mul_assoc, h]
  have h4 : P * P = P := by
    calc P * P = P * M * M := by rw [mul_assoc, h1]
      _ = P := by rw [h2, h1]
  -- split M into the orthogonal idempotents (P ± M) / 2
  have key : ((1 / 2 : ℂ) • (P + M)) * ((1 / 2 : ℂ) • (P + M)) = (1 / 2 : ℂ) • (P + M) ∧
      ((1 / 2 : ℂ) • (P - M)) * ((1 / 2 : ℂ) • (P - M)) = (1 / 2 : ℂ) • (P - M) ∧
      ((1 / 2 : ℂ) • (P + M)) * ((1 / 2 : ℂ) • (P - M))
        = ((1 / 2 : ℂ) • (P - M)) * ((1 / 2 : ℂ) • (P + M)) := by
    refine ⟨?_, ?_, ?_⟩ <;>
    · simp only [smul_mul_assoc, mul_smul_comm, mul_add, add_mul, mul_sub, sub_mul,
        h1, h2, h3, h4]
      module
  have hc : Commute ((1 / 2 : ℂ) • (P + M)) ((1 / 2 : ℂ) • (P - M)) := key.2.2
  have e : ((π : ℂ) * I) • M = ((π : ℂ) * I) • ((1 / 2 : ℂ) • (P + M))
      + (-((π : ℂ) * I)) • ((1 / 2 : ℂ) • (P - M)) := by module
  have hneg : Complex.exp (-((π : ℂ) * I)) = -1 := by
    rw [Complex.exp_neg, Complex.exp_pi_mul_I]; norm_num
  rw [e, Matrix.exp_add_of_commute _ _ ((hc.smul_left _).smul_right _), exp_idem _ key.1,
    exp_idem _ key.2.1, hneg, Complex.exp_pi_mul_I]
  simp only [smul_mul_assoc, mul_smul_comm, mul_add, add_mul, mul_sub,
    one_mul, mul_one, h1, h2, h3, h4]
  module
```

Let M³ = M and P = M². Then PM = MP = M and P² = P. The matrices E± = (P ± M)/2 satisfy E±² = E±, E₊E₋ = E₋E₊ = 0 and M = E₊ − E₋, so

exp(iπM) = exp(iπE₊) exp(−iπE₋) = (1 − 2E₊)(1 − 2E₋) = 1 − 2P.

The statement `key` records idempotence and commutation, and the final `simp only` and `module` expand the product.

```lean
/-- The parity is `exp (iπ N)` with `N` the sum of all number operators. -/
theorem parity_eq_exp [Fintype κ] {a : κ → Matrix n n ℂ} (h : IsCAR a) :
    parity h = NormedSpace.exp (((π : ℂ) * I) • ∑ i, num a i) := by
  have hc : ((Finset.univ : Finset κ) : Set κ).Pairwise
      (Function.onFun Commute fun i => ((π : ℂ) * I) • num a i) := fun i _ j _ hij =>
    ((h.bilinear_commute hij hij.symm).smul_left _).smul_right _
  have hx : ∀ i, 1 - (2 : ℂ) • num a i = NormedSpace.exp (((π : ℂ) * I) • num a i) := by
    intro i
    rw [exp_idem _ (h.exclusion i).2.2, Complex.exp_pi_mul_I]; module
  rw [Finset.smul_sum, Matrix.exp_sum_of_commute _ _ hc]
  exact Finset.noncommProd_congr rfl (fun i _ => hx i) _
```

By `exp_idem`, exp(iπn_i) = 1 − 2n_i. The n_i commute, so with N = Σ_i n_i the exponential of the sum factorises and Π = exp(iπN).

## The full turn and the double turn

```lean
variable [Fintype ι] [DecidableEq ι]

/-- For any real unit vector `m`, `exp (2πi m · S)` is the fermion parity. -/
theorem full_turn {a : ι × Fin 2 → Matrix n n ℂ} (h : IsCAR a) (m : Fin 3 → ℝ)
    (hm : m 0 ^ 2 + m 1 ^ 2 + m 2 ^ 2 = 1) :
    NormedSpace.exp ((2 * (π : ℂ) * I) • ∑ k, (m k : ℂ) • spin a k) = parity h := by
  have e1 : (2 * (π : ℂ) * I) • ∑ k, (m k : ℂ) • spin a k
      = ∑ p, ((π : ℂ) * I) • sigmaAlong a m p := by
    simp only [spin, sigmaAlong, Finset.smul_sum, smul_smul]
    rw [Finset.sum_comm]
    refine Finset.sum_congr rfl fun p _ => Finset.sum_congr rfl fun k _ => ?_
    congr 1
    ring
  have e2 : ((π : ℂ) * I) • ∑ i, num a i
      = ∑ p, ((π : ℂ) * I) • (num a (p, 0) + num a (p, 1)) := by
    rw [Fintype.sum_prod_type, Finset.smul_sum]
    simp only [Fin.sum_univ_two]
  -- different spatial orbitals commute
  have b : ∀ {p q : ι}, p ≠ q → ∀ s t u v : Fin 2,
      Commute ((a (p, s))ᴴ * a (p, t)) ((a (q, u))ᴴ * a (q, v)) :=
    fun hpq s t u v => h.bilinear_commute (by simp [hpq]) (by simp [hpq.symm])
  have c1 : ((Finset.univ : Finset ι) : Set ι).Pairwise
      (Function.onFun Commute fun p => ((π : ℂ) * I) • sigmaAlong a m p) := by
    intro p _ q _ hpq
    refine Commute.smul_right (Commute.smul_left ?_ _) _
    unfold sigmaAlong siteSigma
    refine Commute.sum_left _ _ _ fun k _ => Commute.smul_left (Commute.sum_left _ _ _
      fun s _ => Commute.sum_left _ _ _ fun t _ => Commute.smul_left ?_ _) _
    exact Commute.sum_right _ _ _ fun k _ => Commute.smul_right (Commute.sum_right _ _ _
      fun u _ => Commute.sum_right _ _ _ fun v _ => Commute.smul_right (b hpq s t u v) _) _
  have c2 : ((Finset.univ : Finset ι) : Set ι).Pairwise (Function.onFun Commute
      fun p => ((π : ℂ) * I) • (num a (p, 0) + num a (p, 1))) := fun p _ q _ hpq =>
    ((((b hpq 0 0 0 0).add_right (b hpq 0 0 1 1)).add_left
      ((b hpq 1 1 0 0).add_right (b hpq 1 1 1 1))).smul_left _).smul_right _
  -- one spatial orbital
  have site : ∀ p, NormedSpace.exp (((π : ℂ) * I) • sigmaAlong a m p)
      = NormedSpace.exp (((π : ℂ) * I) • (num a (p, 0) + num a (p, 1))) := by
    intro p
    have hij : ((p, 0) : ι × Fin 2) ≠ (p, 1) := by simp
    have hm' : (m 0 : ℂ) ^ 2 + (m 1 : ℂ) ^ 2 + (m 2 : ℂ) ^ 2 = 1 := by exact_mod_cast hm
    have hco : (m 2 : ℂ) ^ 2 + ((m 0 : ℂ) - I * m 1) * ((m 0 : ℂ) + I * m 1) = 1 := by
      linear_combination hm' - (m 1 : ℂ) ^ 2 * Complex.I_sq
    obtain ⟨h1, h2⟩ := h.two_mode hij (m 2) ((m 0 : ℂ) - I * m 1) ((m 0 : ℂ) + I * m 1)
      (sigmaAlong a m p) (by
        simp [sigmaAlong, siteSigma, pauli, Fin.sum_univ_three, Fin.sum_univ_two]
        module)
    rw [hco, one_smul] at h1
    have hc : Commute (num a (p, 0)) (num a (p, 1)) := h.bilinear_commute hij hij.symm
    rw [exp_cube (by rw [mul_assoc, h1, h2]), h1, smul_add,
      Matrix.exp_add_of_commute _ _ ((hc.smul_left _).smul_right _),
      exp_idem _ (h.exclusion (p, 0)).2.2, exp_idem _ (h.exclusion (p, 1)).2.2,
      Complex.exp_pi_mul_I]
    simp only [oneOf, mul_add, add_mul, one_mul, mul_one, smul_mul_assoc, mul_smul_comm]
    module
  rw [parity_eq_exp, e1, e2, Matrix.exp_sum_of_commute _ _ c1,
    Matrix.exp_sum_of_commute _ _ c2]
  exact Finset.noncommProd_congr rfl (fun p _ => site p) _
```

For any finite set of spatial orbitals, any matrices a_ps obeying `IsCAR` and any real m with m₀² + m₁² + m₂² = 1,

exp(2πi (m₀S₀ + m₁S₁ + m₂S₂)) = ∏_ps (1 − 2n_ps).

The hypothesis `hm` makes m a rotation axis, so that the angle is exactly 2π. The exponent carries +i; the convention exp(−2πi m·S) is the same statement for the unit vector −m.

The argument reduces to one orbital. First, 2π m·S = π Σ_p M_p (`e1`) and N = Σ_p (n_p0 + n_p1) (`e2`). Bilinears on different orbitals commute (`b`, `c1`, `c2`), so both exponentials factorise over p. Inserting the Pauli matrices,

M_p = m₂ n_p0 + (m₀ − i m₁) a_p0†a_p1 + (m₀ + i m₁) a_p1†a_p0 − m₂ n_p1.

This has the form required by `two_mode`, with α² + βγ = m₂² + m₀² + m₁² = 1 (`hco`). With P_p = n_p0 + n_p1 − 2n_p0 n_p1 it follows that M_p² = P_p and M_p³ = M_p P_p = M_p, and `exp_cube` gives

exp(iπM_p) = 1 − 2P_p = (1 − 2n_p0)(1 − 2n_p1) = exp(iπ(n_p0 + n_p1)).

That is `site`. Multiplying over p gives exp(iπN) = Π. If `ι` is empty, S vanishes and both sides are the identity.

The theorem concerns spin-½ orbitals, finite matrices and this one angle. It involves neither orbital angular momentum nor a Hamiltonian. The reading of exp(iθ m·S) as a rotation for general angle θ rests on the commutation relations of the S_k, which are not among the statements proved. Fermi statistics is an input, so the result is not a spin–statistics connection. In an electronic-structure calculation with a finite orthonormal basis that carries both spin labels on each spatial orbital, it means that a full spin turn about any axis multiplies a state vector of definite electron number by +1 or −1 according to whether that number is even or odd. On such a vector the sign is a global phase, so the physical state and all its expectation values are unchanged.

```lean
/-- For any real unit vector `m`, `exp (4πi m · S)` is the identity. -/
theorem double_turn {a : ι × Fin 2 → Matrix n n ℂ} (h : IsCAR a) (m : Fin 3 → ℝ)
    (hm : m 0 ^ 2 + m 1 ^ 2 + m 2 ^ 2 = 1) :
    NormedSpace.exp ((4 * (π : ℂ) * I) • ∑ k, (m k : ℂ) • spin a k) = 1 := by
  have e : ∀ X : Matrix n n ℂ, (4 * (π : ℂ) * I) • X
      = (2 * (π : ℂ) * I) • X + (2 * (π : ℂ) * I) • X := fun X => by module
  have hc : ((Finset.univ : Finset (ι × Fin 2)) : Set (ι × Fin 2)).Pairwise
      (Function.onFun Commute fun i => ((π : ℂ) * I + π * I) • num a i) := fun i _ j _ hij =>
    ((h.bilinear_commute hij hij.symm).smul_left _).smul_right _
  have hx : ∀ i, NormedSpace.exp (((π : ℂ) * I + π * I) • num a i) = 1 := by
    intro i
    rw [exp_idem _ (h.exclusion i).2.2, Complex.exp_add, Complex.exp_pi_mul_I]; simp
  rw [e, Matrix.exp_add_of_commute _ _ (Commute.refl _), full_turn h m hm, parity_eq_exp,
    ← Matrix.exp_add_of_commute _ _ (Commute.refl _), ← add_smul, Finset.smul_sum,
    Matrix.exp_sum_of_commute _ _ hc]
  exact (Finset.noncommProd_eq_pow_card _ _ _ 1 (fun i _ => hx i)).trans (one_pow _)
```

Under the same hypotheses exp(4πi m·S) = 1. The exponent splits into two equal halves (`e`), and

exp(4πi m·S) = Π² = exp(2πiN) = ∏_ps [1 + (e^(2πi) − 1) n_ps] = 1,

where `hx` evaluates each factor.

## Explicit matrices for one orbital

```lean
/-- Jordan-Wigner annihilators for the two spin orbitals of one spatial orbital. -/
def jw (i : Unit × Fin 2) : Matrix (Fin 4) (Fin 4) ℂ :=
  if i.2 = 0 then !![0, 1, 0, 0; 0, 0, 0, 0; 0, 0, 0, 1; 0, 0, 0, 0]
  else !![0, 0, 1, 0; 0, 0, 0, -1; 0, 0, 0, 0; 0, 0, 0, 0]
```

`Unit` is a set with a single spatial orbital. Write a₀ and a₁ for its two annihilators. Basis vectors 0 to 3 are |0⟩, a₀†|0⟩, a₁†|0⟩ and a₀†a₁†|0⟩, with |0⟩ the empty state. The entry −1 is the sign that a₁ acquires in passing a₀†.

```lean
/-- The Jordan-Wigner matrices satisfy the anticommutation relations. -/
theorem isCAR_witness : IsCAR jw := by
  -- the creators as explicit matrices
  have hH : ∀ i, (jw i)ᴴ =
      if i.2 = 0 then !![0, 0, 0, 0; 1, 0, 0, 0; 0, 0, 0, 0; 0, 0, 1, 0]
      else !![0, 0, 0, 0; 0, 0, 0, 0; 1, 0, 0, 0; 0, -1, 0, 0] := by
    rintro ⟨⟨⟩, s⟩
    fin_cases s <;> ext i j <;> fin_cases i <;> fin_cases j <;>
      simp [jw, conjTranspose_apply]
  constructor
  · rintro ⟨⟨⟩, s⟩ ⟨⟨⟩, t⟩
    fin_cases s <;> fin_cases t <;> ext i j <;> fin_cases i <;> fin_cases j <;>
      simp [jw]
  · rintro ⟨⟨⟩, s⟩ ⟨⟨⟩, t⟩
    rw [hH]
    fin_cases s <;> fin_cases t <;> ext i j <;> fin_cases i <;> fin_cases j <;>
      simp [jw]

end

end FullTurnRotation
```

After `hH` writes out the adjoints, `fin_cases` runs through every pair of modes and every matrix entry. These 4×4 matrices satisfy `IsCAR`, so `full_turn` applies to them. In this basis (1 − 2n₀)(1 − 2n₁) reads diag(1, −1, −1, 1), the signs found for the four states at the start.

```lean
#print axioms FullTurnRotation.full_turn
#print axioms FullTurnRotation.double_turn
```

```
'FullTurnRotation.full_turn' depends on axioms: [propext, Classical.choice, Quot.sound]
'FullTurnRotation.double_turn' depends on axioms: [propext, Classical.choice, Quot.sound]
```
